# Continuity of the energy expectation value along a cyclic quantum evolution

The lemma says that for a cyclic evolution on the time interval [0, T], the energy expectation value, the real part of ⟨ψ(t), H(t)ψ(t)⟩, is a continuous function of t on that interval. The state ψ lies in a complex inner product space, starts with norm 1, obeys the Schrödinger equation iψ′ = H(t)ψ (in units with ħ = 1), and returns at time T to its initial value up to a phase. The Hamiltonian H(t) is a bounded operator, Hermitian and continuous in t in the operator norm on [0, T]. The proof gets the continuity of ψ from its differentiability, then that of H(t)ψ(t), then that of the inner product, and finally takes the real part.

The failing Lean file:

```lean
import Mathlib

open Set
open Complex (I exp)
open scoped InnerProductSpace

namespace AharonovAnandan

noncomputable section

variable {E : Type*} [NormedAddCommGroup E] [InnerProductSpace ℂ E]

/-- A normalised solution of `i ψ' = H(t) ψ` on `[0,T]`, with `H` continuous and Hermitian,
that returns to its initial state up to the total phase `φ`. -/
structure IsCyclicEvolution (T : ℝ) (H : ℝ → E →L[ℂ] E) (ψ : ℝ → E) (φ : ℝ) : Prop where
  continuous : ContinuousOn H (Icc 0 T)
  hermitian : ∀ t ∈ Icc 0 T, ∀ x y, ⟪H t x, y⟫_ℂ = ⟪x, H t y⟫_ℂ
  schrodinger : ∀ t ∈ Icc 0 T, HasDerivWithinAt ψ ((-I) • H t (ψ t)) (Icc 0 T) t
  unit : ‖ψ 0‖ = 1
  cyclic : ψ T = exp (I * φ) • ψ 0

/-- The energy expectation value `⟨ψ, H ψ⟩` at time `t`, taken as a real number. -/
def energy (H : ℝ → E →L[ℂ] E) (ψ : ℝ → E) (t : ℝ) : ℝ := (⟪ψ t, H t (ψ t)⟫_ℂ).re

variable {T φ φ₁ φ₂ : ℝ} {H H₁ H₂ : ℝ → E →L[ℂ] E} {ψ ψ₁ ψ₂ : ℝ → E}

private theorem energy_cont (h : IsCyclicEvolution T H ψ φ) :
    ContinuousOn (energy H ψ) (Icc 0 T) := by
  have hψ : ContinuousOn ψ (Icc 0 T) := fun t ht => (h.schrodinger t ht).continuousWithinAt
  exact Complex.continuous_re.comp_continuousOn (hψ.inner ℂ (h.continuous.clm_apply hψ))

end

end AharonovAnandan
```

The compiler's answer:

```
Main.lean:30:58: error: Application type mismatch: The argument
  ℂ
has type
  Type
of sort `Type 1` but is expected to have type
  ContinuousOn ?m.96 (Icc 0 T)
of sort `Prop` in the application
  ContinuousOn.inner hψ ℂ
```

The repair, with which the file compiles:

```diff
@@ -28,5 +28,7 @@
     ContinuousOn (energy H ψ) (Icc 0 T) := by
   have hψ : ContinuousOn ψ (Icc 0 T) := fun t ht => (h.schrodinger t ht).continuousWithinAt
-  exact Complex.continuous_re.comp_continuousOn (hψ.inner ℂ (h.continuous.clm_apply hψ))
+  have hin : ContinuousOn (fun t => ⟪ψ t, H t (ψ t)⟫_ℂ) (Icc 0 T) :=
+    hψ.inner (h.continuous.clm_apply hψ)
+  exact Complex.continuous_re.comp_continuousOn hin
 
 end
```

What went wrong. The error is a superfluous explicit argument, and the mathematics is not at fault. The attempt writes `hψ.inner ℂ (...)`, giving the scalar field ℂ as an explicit argument. But `ContinuousOn.inner` takes the field implicitly: after `hψ`, the next explicit argument it expects is a proof that the second function in the inner product is continuous on the same set. Lean therefore tries to use `ℂ` as that proof and reports that it has found a type where it needs a proof of `ContinuousOn ?m.96 (Icc 0 T)`.

The repair drops `ℂ`, so that `h.continuous.clm_apply hψ`, the continuity of H(t)ψ(t), falls into the place meant for it. It also moves this step into a separate statement, `hin`, whose type writes out the inner product with the subscript `_ℂ`. The field is thus fixed by the stated type instead of by an argument. The messages do not show whether the separate statement is needed once `ℂ` is gone. The last line takes the real part as before, now using `hin`.
